# SP2 purification has no limit for a half-filled doublet with equal fractional occupations

## The SP2 step and the doublet

Let X be a real square matrix, the current approximation to a one-particle density matrix, and let N be the target trace, the number of electrons it should hold. One step of trace-correcting purification (SP2) replaces

X by X² if Tr X > N,

X by 2X − X² if Tr X ≤ N.

On an eigenvalue between 0 and 1, the first polynomial lowers the occupation and the second raises it. A tie, Tr X = N, takes the second branch.

The idempotency error is Tr(X − X²). It vanishes when every occupation is 0 or 1.

The doublet is a pair of degenerate orbitals with the same occupation x. Its density matrix is D(x) = x·1, with 1 the 2×2 identity. Half filling means one electron for two orbitals, so N = 1; orbitals are counted without a spin factor of two.

In the Lean file these objects are `sp2Step N X`, `idemError X` and `doublet x`. The step is defined for any finite matrix size and any real target, but the theorems about it concern `sp2Step 1` acting on `doublet x`.

## Why degeneracy is a difficulty

SP2 builds the density matrix as a polynomial in the Hamiltonian, and such a polynomial gives equal energies equal occupations. An idempotent D(x) has x = 0 or x = 1, hence trace 0 or 2, never 1. The iteration therefore cannot reach an idempotent matrix with the right trace. What it does instead can be worked out from a single number.

## What is proved

Define the scalar map

f(x) = x² if x > 1/2, and f(x) = 2x − x² otherwise,

and write x₀ = x, xₖ₊₁ = f(xₖ). In Lean, f is `occStep` and xₖ is `occStep^[k] x`. The results, all for N = 1, are these.

- After k SP2 steps, D(x) has become D(xₖ).
- If x lies in [1/4, 3/4], every xₖ does too, and the idempotency error is at least 3/8 at every step (`sp2_stagnates`). The value 3/8 is attained.
- If 0 < x < 1, the xₖ eventually enter [1/4, 3/4] and remain there (`eventually_in_window`), and the sequence of matrices converges to no 2×2 real matrix L (`sp2_not_convergent`).
- The occupation g = (√5 − 1)/2, called `goldenOcc`, gives an alternation between two different matrices, D(g) and D(1 − g). It is the only occupation strictly between 1/2 and 1 that returns after two steps.

For this isolated two-orbital model, a purification loop started in the window that stops only when Tr(X − X²) falls below a tolerance smaller than 3/8 will never stop.

The model has no other levels, its two occupations are exactly equal, and its numbers are real numbers without rounding. The theorems say nothing about a slightly split doublet or about other purification polynomials.

## From matrices to one occupation

The doublet satisfies

Tr D(x) = 2x, D(x)² = D(x²), 2D(x) − D(x)² = D(2x − x²).

The test Tr D(x) > 1 is the test x > 1/2, so one SP2 step sends D(x) to D(f(x)). Induction on k gives D(xₖ) after k steps. The error is

Tr(D(x) − D(x)²) = 2(x − x²).

## The window and the bound 3/8

Let 1/4 ≤ x ≤ 3/4. If x > 1/2, then

1/4 < x² ≤ 9/16 < 3/4.

If x ≤ 1/2, write 2x − x² = 1 − (1 − x)². Since 1/2 ≤ 1 − x ≤ 3/4,

7/16 ≤ 2x − x² ≤ 3/4.

Either way f(x) is in the window, and by induction so is every xₖ. Inside the window,

x − x² − 3/16 = (x − 1/4)(3/4 − x) ≥ 0,

so the error 2(x − x²) is at least 3/8. At k = 0 this is a statement about the starting matrix, with equality at x = 1/4 and x = 3/4. Equality also occurs after one step from x = 1/2, because f(1/2) = 3/4.

## Starts outside the window

Put e(x) = x − x². For 3/4 < x < 1,

e(f(x)) = x² − x⁴ = x(1 + x) e(x), with x(1 + x) > (3/4)(7/4) = 21/16.

For 0 < x < 1/4, put q = 1 − x. Then f(x) = 1 − q² and

e(f(x)) = q²(1 − q²) = q(1 + q) e(x), with q(1 + q) > 21/16.

In both cases f(x) is again strictly between 0 and 1. If the sequence never entered the window, we would have

(21/16)ᵏ e(x₀) ≤ e(xₖ) ≤ 1/4 for every k,

which is impossible because e(x₀) > 0. So the window is reached, and it is never left.

A start at x = 0.9 shows this:

| k | xₖ | error 2(xₖ − xₖ²) |
|---|---|---|
| 0 | 0.9 | 0.18 |
| 1 | 0.81 | 0.3078 |
| 2 | 0.6561 | 0.4513 |
| 3 | 0.4305 | 0.4903 |
| 4 | 0.6756 | 0.4383 |

The occupation is in the window from k = 2 on. The error has grown, although the starting matrix was closer to idempotent.

The limiting cases x = 0 and x = 1 behave differently. Both are fixed points of f, so the iteration is constant and converges, to a matrix of trace 0 or 2. This is why they are excluded.

## No limit, and an exact two-cycle

On the upper branch x − f(x) = x − x², and on the lower branch f(x) − x = x − x². Hence

|f(x) − x| = x − x² for 0 ≤ x ≤ 1,

which is at least 3/16 in the window. If the matrices converged, their upper left entries xₖ would converge, and xₖ₊₁ − xₖ would tend to 0. That contradicts the bound.

The number g ≈ 0.618 satisfies g² = 1 − g and exceeds 1/2. Therefore

f(g) = g² = 1 − g,

f(1 − g) = 1 − (1 − (1 − g))² = 1 − g² = g.

The trace alternates between about 1.236 and 0.764.

For uniqueness, let 1/2 < x < 1 and f(f(x)) = x. The first step gives x². If x² > 1/2, the second gives x⁴ < x, a contradiction. Otherwise 2x² − x⁴ = x, that is,

x(1 − x)(x² + x − 1) = 0.

The first two factors are nonzero, and since g² + g = 1 the last one equals (x − g)(x + g + 1). As x + g + 1 > 0, x = g.

## The Lean file

```lean
import Mathlib

open Filter Topology

namespace SP2HalfFilledDoublet

noncomputable section

/-- One trace-correcting SP2 step with target trace `N`: the matrix `X` is replaced by `X²` if its
trace exceeds `N`, and by `2X - X²` otherwise. -/
def sp2Step {n : Type*} [Fintype n] (N : ℝ) (X : Matrix n n ℝ) : Matrix n n ℝ :=
  if N < X.trace then X * X else (2 : ℝ) • X - X * X

/-- The idempotency error `Tr(X - X²)`. -/
def idemError {n : Type*} [Fintype n] (X : Matrix n n ℝ) : ℝ := (X - X * X).trace

/-- The density matrix of a degenerate doublet whose two orbitals both have occupation `x`. -/
def doublet (x : ℝ) : Matrix (Fin 2) (Fin 2) ℝ := !![x, 0; 0, x]

/-- The scalar map `x ↦ x²` for `x > 1/2` and `x ↦ 2x - x²` otherwise. -/
def occStep (x : ℝ) : ℝ := if 1 / 2 < x then x ^ 2 else 2 * x - x ^ 2

/-- With target trace 1, an SP2 step keeps the two occupations of the doublet equal and changes
their common value by the scalar map. -/
theorem sp2Step_doublet (x : ℝ) : sp2Step 1 (doublet x) = doublet (occStep x) := by
  have ht : (doublet x).trace = 2 * x := by
    rw [doublet, Matrix.trace_fin_two_of]; ring
  have hs : doublet x * doublet x = doublet (x ^ 2) := by
    simp [doublet, sq]
  by_cases h : 1 / 2 < x
  · have h' : 1 < (doublet x).trace := by rw [ht]; linarith
    rw [sp2Step, if_pos h', occStep, if_pos h, hs]
  · have h' : ¬ 1 < (doublet x).trace := by rw [ht]; linarith
    rw [sp2Step, if_neg h', occStep, if_neg h, hs]
    ext i j
    fin_cases i <;> fin_cases j <;> simp [doublet]

/-- After `k` SP2 steps with target trace 1 the doublet has the occupation given by `k` steps of
the scalar map. -/
theorem sp2_iterate_doublet (x : ℝ) (k : ℕ) :
    (sp2Step 1)^[k] (doublet x) = doublet (occStep^[k] x) := by
  induction k with
  | zero => rfl
  | succ k ih =>
    rw [Function.iterate_succ_apply', Function.iterate_succ_apply', ih, sp2Step_doublet]

/-- The idempotency error of the doublet is `2(x - x²)`. -/
theorem idemError_doublet (x : ℝ) : idemError (doublet x) = 2 * (x - x ^ 2) := by
  simp only [idemError, doublet, Matrix.mul_fin_two, Matrix.trace_sub, Matrix.trace_fin_two_of]
  ring

/-- The scalar map sends the window `[1/4, 3/4]` into itself. -/
theorem occStep_mem_window {x : ℝ} (hx : x ∈ Set.Icc (1 / 4 : ℝ) (3 / 4)) :
    occStep x ∈ Set.Icc (1 / 4 : ℝ) (3 / 4) := by
  obtain ⟨h1, h2⟩ := hx
  unfold occStep
  split_ifs with h
  · constructor <;> nlinarith
  · have h3 : x ≤ 1 / 2 := not_lt.mp h
    constructor
    · nlinarith [mul_nonneg (sub_nonneg.2 h1) (sub_nonneg.2 h3)]
    · nlinarith [sq_nonneg (1 / 2 - x)]

/-- Stagnation of SP2: if the common occupation of the doublet starts in `[1/4, 3/4]` and the
target trace is 1, it stays there at every step, and the idempotency error is never below `3/8`. -/
theorem sp2_stagnates {x : ℝ} (hx : x ∈ Set.Icc (1 / 4 : ℝ) (3 / 4)) (k : ℕ) :
    occStep^[k] x ∈ Set.Icc (1 / 4 : ℝ) (3 / 4) ∧
      3 / 8 ≤ idemError ((sp2Step 1)^[k] (doublet x)) := by
  have hk : occStep^[k] x ∈ Set.Icc (1 / 4 : ℝ) (3 / 4) := by
    induction k with
    | zero => exact hx
    | succ k ih =>
      rw [Function.iterate_succ_apply']
      exact occStep_mem_window ih
  refine ⟨hk, ?_⟩
  rw [sp2_iterate_doublet, idemError_doublet]
  nlinarith [mul_nonneg (sub_nonneg.2 hk.1) (sub_nonneg.2 hk.2)]

/-- The bound `3/8` is sharp: it is attained one step after the start with both occupations
equal to `1/2`. -/
theorem stagnation_bound_sharp : idemError (sp2Step 1 (doublet (1 / 2))) = 3 / 8 := by
  rw [sp2Step_doublet, idemError_doublet, occStep, if_neg (lt_irrefl _)]
  norm_num

/-- From any fractional occupation `0 < x < 1` the scalar map reaches the window `[1/4, 3/4]`
after finitely many steps and then stays in it. -/
theorem eventually_in_window {x : ℝ} (h0 : 0 < x) (h1 : x < 1) :
    ∃ K, ∀ k ≥ K, occStep^[k] x ∈ Set.Icc (1 / 4 : ℝ) (3 / 4) := by
  suffices h : ∃ K, occStep^[K] x ∈ Set.Icc (1 / 4 : ℝ) (3 / 4) by
    obtain ⟨K, hK⟩ := h
    refine ⟨K, fun k hk => ?_⟩
    obtain ⟨m, rfl⟩ := Nat.exists_eq_add_of_le hk
    rw [Nat.add_comm K m, Function.iterate_add_apply]
    exact (sp2_stagnates hK m).1
  by_contra hne
  -- for 0 < y < 1 outside the window, y - y² grows by a factor of at least 21/16 in one step
  have grow : ∀ y : ℝ, 0 < y → y < 1 → y ∉ Set.Icc (1 / 4 : ℝ) (3 / 4) →
      (0 < occStep y ∧ occStep y < 1) ∧
        21 / 16 * (y - y ^ 2) ≤ occStep y - occStep y ^ 2 := by
    intro y hy0 hy1 hy
    have he : 0 ≤ y * (1 - y) := mul_nonneg hy0.le (by linarith)
    unfold occStep
    split_ifs with h
    · have h3 : 3 / 4 < y := by
        by_contra h4
        exact hy ⟨by linarith, not_lt.mp h4⟩
      have hf : 0 ≤ y * (1 + y) - 21 / 16 := by nlinarith
      exact ⟨⟨by positivity, by nlinarith⟩, by nlinarith [mul_nonneg he hf]⟩
    · have h3 : y < 1 / 4 := by
        by_contra h4
        exact hy ⟨not_lt.mp h4, by linarith⟩
      have hf : 0 ≤ (1 - y) * (2 - y) - 21 / 16 := by nlinarith
      exact ⟨⟨by nlinarith, by nlinarith⟩, by nlinarith [mul_nonneg he hf]⟩
  have key : ∀ k : ℕ, (0 < occStep^[k] x ∧ occStep^[k] x < 1) ∧
      (21 / 16 : ℝ) ^ k * (x - x ^ 2) ≤ occStep^[k] x - (occStep^[k] x) ^ 2 := by
    intro k
    induction k with
    | zero => simp [h0, h1]
    | succ k ih =>
      obtain ⟨hu, hg⟩ := grow _ ih.1.1 ih.1.2 (fun h => hne ⟨k, h⟩)
      rw [Function.iterate_succ_apply']
      refine ⟨hu, ?_⟩
      rw [pow_succ]
      linarith [ih.2]
  -- but y - y² never exceeds 1/4
  have hpos : 0 < x - x ^ 2 := by nlinarith
  obtain ⟨n, hn⟩ := pow_unbounded_of_one_lt (1 / (x - x ^ 2)) (by norm_num : (1 : ℝ) < 21 / 16)
  rw [div_lt_iff₀ hpos] at hn
  nlinarith [(key n).2, sq_nonneg (occStep^[n] x - 1 / 2)]

/-- For every start with equal occupations `0 < x < 1`, the SP2 iteration of the doublet with
target trace 1 has no limit. -/
theorem sp2_not_convergent {x : ℝ} (h0 : 0 < x) (h1 : x < 1) :
    ¬ ∃ L, Tendsto (fun k => (sp2Step 1)^[k] (doublet x)) atTop (𝓝 L) := by
  rintro ⟨L, hL⟩
  have hc : Continuous (fun M : Matrix (Fin 2) (Fin 2) ℝ => M 0 0) :=
    continuous_id.matrix_elem 0 0
  have hu : Tendsto (fun k => occStep^[k] x) atTop (𝓝 (L 0 0)) := by
    refine ((hc.tendsto L).comp hL).congr fun k => ?_
    show ((sp2Step 1)^[k] (doublet x)) 0 0 = _
    rw [sp2_iterate_doublet]
    simp [doublet]
  have hd := (((tendsto_add_atTop_iff_nat 1).2 hu).sub hu).abs
  obtain ⟨K, hK⟩ := eventually_in_window h0 h1
  -- successive occupations in the window differ by at least 3/16
  have hge := ge_of_tendsto (b := (3 / 16 : ℝ)) hd (by
    filter_upwards [eventually_ge_atTop K] with k hk
    obtain ⟨ha, hb⟩ := hK k hk
    have hp := mul_nonneg (sub_nonneg.2 ha) (sub_nonneg.2 hb)
    rw [Function.iterate_succ_apply', le_abs]
    generalize occStep^[k] x = y at *
    unfold occStep
    split_ifs
    · right; nlinarith
    · left; nlinarith)
  rw [sub_self, abs_zero] at hge
  norm_num at hge

/-- The occupation `(√5 - 1)/2`. -/
def goldenOcc : ℝ := (Real.sqrt 5 - 1) / 2

/-- With target trace 1, SP2 alternates between the two distinct doublets with occupations
`g = (√5 - 1)/2` and `1 - g`. -/
theorem golden_two_cycle :
    sp2Step 1 (doublet goldenOcc) = doublet (1 - goldenOcc) ∧
      sp2Step 1 (doublet (1 - goldenOcc)) = doublet goldenOcc ∧
      doublet (1 - goldenOcc) ≠ doublet goldenOcc := by
  have h5 : Real.sqrt 5 ^ 2 = 5 := Real.sq_sqrt (by norm_num)
  have hs : 2 < Real.sqrt 5 := by nlinarith [Real.sqrt_nonneg 5]
  have hg : goldenOcc ^ 2 = 1 - goldenOcc := by
    unfold goldenOcc
    linear_combination h5 / 4
  have hh : 1 / 2 < goldenOcc := by unfold goldenOcc; linarith
  refine ⟨?_, ?_, fun h => ?_⟩
  · rw [sp2Step_doublet, occStep, if_pos hh, hg]
  · rw [sp2Step_doublet, occStep, if_neg (by linarith)]
    congr 1
    linear_combination -hg
  · have h' := congrFun (congrFun h 0) 0
    simp only [doublet, Matrix.of_apply, Matrix.cons_val_zero] at h'
    linarith

/-- An occupation strictly between `1/2` and `1` that returns to itself after two steps of the
scalar map equals `(√5 - 1)/2`. -/
theorem two_cycle_unique {x : ℝ} (h0 : 1 / 2 < x) (h1 : x < 1)
    (h : occStep (occStep x) = x) : x = goldenOcc := by
  have hx : occStep x = x ^ 2 := if_pos h0
  have hlt : x ^ 2 < x := by nlinarith
  rw [hx, occStep] at h
  split_ifs at h with h2
  · -- two squarings in a row strictly lower the occupation
    nlinarith
  · have hprod : (x * (1 - x)) * (x ^ 2 + x - 1) = 0 := by linear_combination h
    have hne : x * (1 - x) ≠ 0 := (mul_pos (by linarith) (by linarith)).ne'
    have hq : x ^ 2 + x - 1 = 0 := (mul_eq_zero.mp hprod).resolve_left hne
    have h5 : Real.sqrt 5 ^ 2 = 5 := Real.sq_sqrt (by norm_num)
    have hf : (x - goldenOcc) * (x + goldenOcc + 1) = 0 := by
      unfold goldenOcc
      linear_combination hq - h5 / 4
    have hp : x + goldenOcc + 1 ≠ 0 := by
      have := Real.sqrt_nonneg 5
      unfold goldenOcc
      linarith
    exact sub_eq_zero.mp ((mul_eq_zero.mp hf).resolve_right hp)

end

end SP2HalfFilledDoublet
```

```lean
#print axioms SP2HalfFilledDoublet.stagnation_bound_sharp
#print axioms SP2HalfFilledDoublet.sp2_not_convergent
#print axioms SP2HalfFilledDoublet.golden_two_cycle
#print axioms SP2HalfFilledDoublet.two_cycle_unique
```

```
'SP2HalfFilledDoublet.stagnation_bound_sharp' depends on axioms: [propext, Classical.choice, Quot.sound]
'SP2HalfFilledDoublet.sp2_not_convergent' depends on axioms: [propext, Classical.choice, Quot.sound]
'SP2HalfFilledDoublet.golden_two_cycle' depends on axioms: [propext, Classical.choice, Quot.sound]
'SP2HalfFilledDoublet.two_cycle_unique' depends on axioms: [propext, Classical.choice, Quot.sound]
```

## How the lemmas carry the argument

`sp2Step_doublet` computes the trace and the square of the doublet, then splits on `1 / 2 < x` so that the matrix test and the scalar test select the same branch. On the lower branch the two matrices are compared entry by entry. `sp2_iterate_doublet` is the induction on k, and `idemError_doublet` evaluates the error.

`occStep_mem_window` treats the two branches of f. The inequalities go to `nlinarith`, which searches for a proof using products of known inequalities; the terms in brackets suggest useful products. In `sp2_stagnates` the supplied product is (xₖ − 1/4)(3/4 − xₖ) ≥ 0, the factorisation used above. `stagnation_bound_sharp` evaluates the step from 1/2.

`eventually_in_window` first reduces the claim to a single visit: once some iterate is in the window, `sp2_stagnates` applied from there handles all later ones. It then assumes that no visit happens. The local statement `grow` is the one-step growth by 21/16, and `key` iterates it. `pow_unbounded_of_one_lt` supplies a power of 21/16 large enough to contradict e ≤ 1/4, which enters as the square (xₙ − 1/2)² ≥ 0.

In `sp2_not_convergent`, continuity of the entry `M 0 0` turns a matrix limit into a limit of occupations. The hypothesis `hd` says that |xₖ₊₁ − xₖ| tends to |L₀₀ − L₀₀|. The lower bound holds for all k ≥ K, so `ge_of_tendsto` passes it to the limit and yields 3/16 ≤ 0.

`golden_two_cycle` obtains g² = 1 − g from (√5)² = 5 by `linear_combination`, which checks an algebraic identity built from given equations. The two steps follow by choosing branches, and comparing upper left entries shows that the matrices differ. `two_cycle_unique` splits on whether x² exceeds 1/2 and, in the remaining case, removes the nonzero factors one after another as in the derivation.
